# With an exchange edge factor tending to one and γ ≠ 1, the AM05 interpolation gives a second-order gradient term to correlation only

Suppose you expand the AM05 interpolation index for slowly varying density, find $X = 1-\alpha s^2+\dots$, and read off $-\alpha$ as the second-order gradient coefficient of exchange. That coefficient is wrong. The exchange factor also contains $(1-X)B$, which contributes $+\alpha s^2$ when the edge factor $B$ tends to one, and the two terms cancel. In correlation the edge factor is a constant $\gamma\neq1$, the cancellation is incomplete, and $-\alpha(1-\gamma)$ remains. The distinction matters when the functional is compared with a gradient expansion part by part, or when $\alpha$ or $\gamma$ is changed.

Here $s=|\nabla n|/(2k_F n)$ is the reduced gradient of the density $n$, with $k_F=(3\pi^2 n)^{1/3}$. With a constant $\alpha>0$, the index and the interpolated factor are

$$X(s)=\frac{1}{1+\alpha s^2},\qquad F_B(s)=X(s)+\bigl(1-X(s)\bigr)B(s).$$

The factor multiplies a uniform-gas energy per particle. Where $X=1$ the system is treated as a uniform gas, and where $X$ is small it is treated as an electronic edge.

```lean
import Mathlib

open Filter Topology

namespace AM05GradientExpansion

noncomputable section

/-- The interpolation index `X = 1 / (1 + α s²)` as a function of the reduced gradient `s`. -/
def index (α s : ℝ) : ℝ := 1 / (1 + α * s ^ 2)

/-- The factor `X + (1 - X) B` that interpolates between the uniform gas (factor one)
and an edge region with factor `B`. -/
def enhancement (α : ℝ) (B : ℝ → ℝ) (s : ℝ) : ℝ :=
  index α s + (1 - index α s) * B s
```

In Lean, `index α s` is $X(s)$ and `enhancement α B s` is $F_B(s)$. The edge factor is an arbitrary function `B : ℝ → ℝ`, and correlation is the special case `fun _ => γ`. The variable $s$ is a plain real number; its construction from a density is not modelled. A third definition gives the form in which an exchange edge factor is built from an Airy-gas factor, called `F` in the code and $F_b$ below.

```lean
/-- The edge exchange factor `(1 + c s²) / (1 + c s² / F)` built from an
Airy-gas factor `F`. -/
def airyInterpolation (c : ℝ) (F : ℝ → ℝ) (s : ℝ) : ℝ :=
  (1 + c * s ^ 2) / (1 + c * s ^ 2 / F s)
```

## The reduced gradient approaches zero from above

In the limit of slowly varying density, $s\to0^+$. The converse does not hold, since $s$ also vanishes at a smooth maximum of the density, however strongly the density curves there. A reduced gradient is never negative, so the limit is one-sided, and `𝓝[>] 0` expresses this: only positive values of $s$ near zero count. The second-order coefficient of a factor $F_B$ is defined as the limit of $(F_B-1)/s^2$. This needs no Taylor series and no differentiability of $B$.

By hand, the limit enters through $\alpha s^2\to0$, hence $X\to 1/(1+0)=1$. The next two lemmas state these facts. The first uses continuity of a polynomial and then restricts the limit to positive $s$; the second applies the limit rules for sums and quotients.

```lean
/-- A term quadratic in the reduced gradient vanishes in the limit of slowly varying density. -/
theorem quadratic_tendsto_zero (k : ℝ) :
    Tendsto (fun s : ℝ => k * s ^ 2) (𝓝[>] 0) (𝓝 0) := by
  have h : Tendsto (fun s : ℝ => k * s ^ 2) (𝓝 0) (𝓝 (k * 0 ^ 2)) :=
    Continuous.tendsto (by fun_prop) 0
  rw [show k * (0 : ℝ) ^ 2 = 0 by ring] at h
  exact h.mono_left nhdsWithin_le_nhds

/-- The index tends to one as the reduced gradient tends to zero. -/
theorem index_tendsto_one (α : ℝ) : Tendsto (index α) (𝓝[>] 0) (𝓝 1) := by
  have h : Tendsto (fun s : ℝ => 1 / (1 + α * s ^ 2)) (𝓝[>] 0) (𝓝 (1 / (1 + 0))) :=
    tendsto_const_nhds.div (tendsto_const_nhds.add (quadratic_tendsto_zero α)) (by norm_num)
  rw [show (1 : ℝ) / (1 + 0) = 1 by norm_num] at h
  exact h
```

The exclusion of $s=0$ matters in the formal statement, and a mistake is easily made there. If `𝓝[>] 0` is replaced by the full neighbourhood `𝓝 0`, the point $s=0$ itself is included. Lean assigns the value $0$ to the quotient $0/0$ at that point, so the correlation limit $-\alpha(1-\gamma)$ would be false whenever it is nonzero.

## The index parameter α is positive

A positive $\alpha$ makes $X$ fall from one towards zero as the gradient grows, which is what an index that detects edges should do. The size of $\alpha$ sets how quickly the functional leaves the uniform-gas description.

The derivation by hand uses positivity first to ensure that $1+\alpha s^2$ is never zero. Then $X(1+\alpha s^2)=1$, or $1-X=\alpha s^2X$, and

$$F_B-1=X-1+(1-X)B=(1-X)(B-1)=\alpha s^2X\,(B-1).$$

For $s\neq0$, division by $s^2$ gives an exact identity:

$$\frac{F_B(s)-1}{s^2}=\alpha X(s)\bigl(B(s)-1\bigr).$$

No higher-order terms have been discarded.

```lean
/-- For `α > 0` and any nonzero reduced gradient, the deviation of the factor from one, divided by
`s²`, is `α X (B - 1)`. -/
theorem gradient_quotient {α s : ℝ} (hα : 0 < α) (hs : s ≠ 0) (B : ℝ → ℝ) :
    (enhancement α B s - 1) / s ^ 2 = α * index α s * (B s - 1) := by
  have h1 : 1 + α * s ^ 2 ≠ 0 := by positivity
  have hX : index α s * (1 + α * s ^ 2) = 1 := by
    unfold index
    exact one_div_mul_cancel h1
  rw [div_eq_iff (pow_ne_zero 2 hs)]
  unfold enhancement
  linear_combination (1 - B s) * hX
```

In the proof, `hX` is the relation $X(1+\alpha s^2)=1$. After `div_eq_iff` has cleared the $s^2$, the remaining polynomial equation is $(1-B)$ times that relation, which is what `linear_combination` checks.

Positivity is used a second time when the identity is read backwards. If $B\to b$, then $X\to1$ gives

$$\frac{F_B-1}{s^2}\to\alpha(b-1)=-\alpha(1-b).$$

Conversely, write $q(s)$ for the quotient on the left. Since $\alpha X\neq0$,

$$B=1+\frac{q}{\alpha X},$$

and if $q\to-\alpha(1-b)$, then $B\to1-(1-b)=b$. The second-order coefficient therefore determines the limit of the edge factor, and the limit determines the coefficient.

```lean
/-- For `α > 0`, the second-order gradient coefficient is `-α (1 - b)` exactly when the edge factor
tends to `b` as the reduced gradient tends to zero. -/
theorem gradient_coefficient_iff {α : ℝ} (hα : 0 < α) (B : ℝ → ℝ) (b : ℝ) :
    Tendsto (fun s => (enhancement α B s - 1) / s ^ 2) (𝓝[>] 0) (𝓝 (-(α * (1 - b)))) ↔
      Tendsto B (𝓝[>] 0) (𝓝 b) := by
  constructor
  · intro hq
    -- recover the edge factor by dividing the quotient by `α X`, which tends to `α`
    have h : Tendsto (fun s => 1 + (enhancement α B s - 1) / s ^ 2 / (α * index α s))
        (𝓝[>] 0) (𝓝 (1 + -(α * (1 - b)) / (α * 1))) :=
      tendsto_const_nhds.add
        (hq.div (tendsto_const_nhds.mul (index_tendsto_one α))
          (mul_ne_zero hα.ne' one_ne_zero))
    have e : 1 + -(α * (1 - b)) / (α * 1) = b := by
      rw [mul_one, neg_div, mul_div_cancel_left₀ _ hα.ne']
      ring
    rw [e] at h
    refine h.congr' ?_
    filter_upwards [self_mem_nhdsWithin] with s hs
    have hs' : 0 < s := hs
    have hX : index α s ≠ 0 := by
      unfold index
      positivity
    rw [gradient_quotient hα hs'.ne' B, mul_div_cancel_left₀ _ (mul_ne_zero hα.ne' hX)]
    ring
  · intro hB
    have h : Tendsto (fun s => α * index α s * (B s - 1)) (𝓝[>] 0)
        (𝓝 (α * 1 * (b - 1))) :=
      (tendsto_const_nhds.mul (index_tendsto_one α)).mul (hB.sub tendsto_const_nhds)
    rw [show α * 1 * (b - 1) = -(α * (1 - b)) by ring] at h
    refine h.congr' ?_
    filter_upwards [self_mem_nhdsWithin] with s hs
    have hs' : 0 < s := hs
    exact (gradient_quotient hα hs'.ne' B).symm
```

The two bullets of the proof are these two directions, the converse first. In each, the limit is computed for the explicit expression, and `congr'` transfers it to the desired function because the two agree for all positive $s$. The agreement is `gradient_quotient`.

Without positivity, take $\alpha=0$. Then $X=1$ everywhere, $F_B=1$ for every edge factor, and the quotient is zero whatever $B$ does. The converse fails, since the coefficient no longer carries any information about $B$. For negative $\alpha$ the index has a pole at $s=1/\sqrt{-\alpha}$. The small-$s$ limits would survive, but the identity would no longer hold at every nonzero $s$, and the index would lose its meaning as a weight between two regions.

## The exchange edge factor tends to one

The condition $B(s)\to1$ says that the exchange description made for edges returns to the uniform-gas value when the density varies slowly. Both ends of the interpolation then agree in that limit, so a change in the weight between them has no effect at second order.

By hand the condition is used once: $\alpha X(B-1)\to\alpha\cdot1\cdot0=0$. For correlation, the constant $\gamma$ takes the place of $B$, and the same identity gives $\alpha X(\gamma-1)\to-\alpha(1-\gamma)$.

```lean
/-- If `α > 0` and the exchange edge factor tends to one, exchange has zero second-order gradient
coefficient and correlation has `-α (1 - γ)`, which vanishes only for `γ = 1`. -/
theorem only_correlation_has_gradient_term {α : ℝ} (hα : 0 < α) (γ : ℝ) {B : ℝ → ℝ}
    (hB : Tendsto B (𝓝[>] 0) (𝓝 1)) :
    Tendsto (fun s => (enhancement α B s - 1) / s ^ 2) (𝓝[>] 0) (𝓝 0) ∧
    Tendsto (fun s => (enhancement α (fun _ => γ) s - 1) / s ^ 2) (𝓝[>] 0)
      (𝓝 (-(α * (1 - γ)))) ∧
    (-(α * (1 - γ)) = 0 ↔ γ = 1) := by
  refine ⟨?_, (gradient_coefficient_iff hα _ γ).2 tendsto_const_nhds, ?_, ?_⟩
  · have h := (gradient_coefficient_iff hα B 1).2 hB
    rw [show -(α * (1 - 1)) = 0 by ring] at h
    exact h
  · intro h
    have h1 : 1 - γ = 0 := (mul_eq_zero.mp (neg_eq_zero.mp h)).resolve_left hα.ne'
    linarith
  · intro h
    rw [h]
    ring
```

The theorem `only_correlation_has_gradient_term` has three parts. For every $\alpha>0$, every real $\gamma$ and every $B$ with $B\to1$:

- the second-order coefficient of the exchange factor is $0$;
- that of the correlation factor is $-\alpha(1-\gamma)$;
- the latter is zero exactly when $\gamma=1$.

The third part makes the word "only" in the name precise: correlation has a nonzero term if $\gamma\neq1$, and for $\gamma=1$ neither factor has one. The first two parts are `gradient_coefficient_iff` with $b=1$ and $b=\gamma$. The third uses $\alpha\neq0$ to cancel $\alpha$ from a vanishing product.

A small counter-example shows what the condition on $B$ does. Take the constant edge factor $B(s)=2$. The quotient is $\alpha X(s)$, which tends to $\alpha$, so exchange now has a second-order term. By the equivalence above, every edge factor with a limit other than one produces such a term.

## The correlation edge factor and the local energies are held fixed

The constant $\gamma$ stands for the ratio of correlation at an edge to correlation in the uniform gas, taken to be the same at all reduced gradients. It is a postulated parameter here, and its value is not derived. If it were replaced by a function of $s$ tending to one, correlation would lose its second-order term just as exchange does.

The total in the next theorem is the sum of the exchange and correlation energies per particle, without kinetic or electrostatic terms. For this sum there is a further assumption: the uniform-gas energies per particle, $e_x$ and $e_c$, stay fixed while $s$ tends to zero. This corresponds to a fixed local density with a varying gradient. By hand,

$$\frac{e_xF_B+e_cF_\gamma-(e_x+e_c)}{s^2}
=e_x\frac{F_B-1}{s^2}+e_c\frac{F_\gamma-1}{s^2}
\to-\alpha(1-\gamma)\,e_c,$$

where $F_\gamma$ is the factor with constant edge value $\gamma$.

```lean
/-- For fixed uniform-gas exchange and correlation energies `ex` and `ec`, the second-order gradient
coefficient of the total is `-α (1 - γ) ec` if `α > 0` and the exchange edge factor tends to one. -/
theorem total_energy_gradient_term {α : ℝ} (hα : 0 < α) (γ ex ec : ℝ) {B : ℝ → ℝ}
    (hB : Tendsto B (𝓝[>] 0) (𝓝 1)) :
    Tendsto (fun s => (ex * enhancement α B s + ec * enhancement α (fun _ => γ) s
      - (ex + ec)) / s ^ 2) (𝓝[>] 0) (𝓝 (-(α * (1 - γ)) * ec)) := by
  obtain ⟨hx, hc, -⟩ := only_correlation_has_gradient_term hα γ hB
  have h := (hx.const_mul ex).add (hc.const_mul ec)
  rw [show ex * 0 + ec * -(α * (1 - γ)) = -(α * (1 - γ)) * ec by ring] at h
  refine h.congr fun s => ?_
  ring
```

The proof multiplies the two limits of the main theorem by `ex` and `ec`, adds them, and rearranges the quotient with `ring`. For $\gamma<1$ and negative $e_c$ the coefficient is positive, so a small gradient raises the energy per particle in this form. If the local energies were allowed to vary with $s$, their own changes would enter the quotient and could alter its limit.

In density-functional calculations, this locates the leading gradient correction of an AM05-type functional in its correlation part, for a pointwise, spin-unpolarised factor with $B\to1$ in exchange and a constant $\gamma\neq1$ in correlation. The theorem concerns the energy per particle at a point. It does not treat the integrated energy, in which gradient terms can be rearranged by partial integration, or the potential.

## The edge factor departs from one at second order

The absence of an $s^2$ term does not by itself make the first exchange correction fourth order. That conclusion is another mistake that the derivation invites, because it assumes that $B$ has an expansion in $s^2$. The condition needed is

$$\frac{B(s)-1}{s^2}\to\beta,$$

which says that the edge description leaves the uniform gas quadratically, with coefficient $\beta$. Dividing the exact identity by another $s^2$ then gives

$$\frac{F_B-1}{s^4}=\alpha X\,\frac{B-1}{s^2}\to\alpha\beta.$$

```lean
/-- If the edge factor deviates from one as `β s²`, the exchange factor deviates from one
as `α β s⁴`. -/
theorem exchange_fourth_order {α β : ℝ} (hα : 0 < α) {B : ℝ → ℝ}
    (hB : Tendsto (fun s => (B s - 1) / s ^ 2) (𝓝[>] 0) (𝓝 β)) :
    Tendsto (fun s => (enhancement α B s - 1) / s ^ 4) (𝓝[>] 0) (𝓝 (α * β)) := by
  have h : Tendsto (fun s => α * index α s * ((B s - 1) / s ^ 2)) (𝓝[>] 0)
      (𝓝 (α * 1 * β)) :=
    (tendsto_const_nhds.mul (index_tendsto_one α)).mul hB
  rw [mul_one] at h
  refine h.congr' ?_
  filter_upwards [self_mem_nhdsWithin] with s hs
  have hs' : 0 < s := hs
  rw [show s ^ 4 = s ^ 2 * s ^ 2 by ring, ← div_div, gradient_quotient hα hs'.ne' B]
  ring
```

The proof follows this line: it splits $s^4$ into $s^2\cdot s^2$, applies `gradient_quotient`, and uses $X\to1$. If $\beta=0$, the fourth-order coefficient is zero too.

Without the condition, take $B(s)=1+s$. This edge factor tends to one, so exchange has no second-order term, but $F_B-1=\alpha X s^3$. The correction is of third order, and the quotient by $s^4$ diverges as $s\to0^+$.

## The Airy-gas factor stays above a positive bound

The condition $B\to1$ can be verified for edge factors of the form

$$B(s)=\frac{1+cs^2}{1+cs^2/F_b(s)},$$

where $F_b$ is a factor obtained from the Airy gas, the model of electrons in a linear potential, and $c\ge0$ is an interpolation constant. The hypothesis is that $F_b(s)\ge m$ for some $m>0$ and all sufficiently small positive $s$. Physically, the Airy-gas exchange must not become vanishingly small relative to the uniform gas in the slowly varying limit.

By hand, the bound controls the only delicate term:

$$0\le\frac{cs^2}{F_b(s)}\le\frac{c}{m}s^2\to0.$$

Numerator and denominator of $B$ then both tend to one.

```lean
/-- The interpolated edge factor tends to one if the Airy-gas factor stays above a positive
bound at small reduced gradient. -/
theorem airyInterpolation_tendsto_one {c m : ℝ} (hc : 0 ≤ c) (hm : 0 < m) {F : ℝ → ℝ}
    (hF : ∀ᶠ s in 𝓝[>] 0, m ≤ F s) :
    Tendsto (airyInterpolation c F) (𝓝[>] 0) (𝓝 1) := by
  -- the correction in the denominator is squeezed between zero and `(c / m) s²`
  have hz : Tendsto (fun s => c * s ^ 2 / F s) (𝓝[>] 0) (𝓝 0) := by
    refine squeeze_zero' ?_ ?_ (quadratic_tendsto_zero (c / m))
    · filter_upwards [hF] with s hs
      have hFs : 0 < F s := lt_of_lt_of_le hm hs
      positivity
    · filter_upwards [hF] with s hs
      calc c * s ^ 2 / F s ≤ c * s ^ 2 / m := by gcongr
        _ = c / m * s ^ 2 := by ring
  have h : Tendsto (fun s => (1 + c * s ^ 2) / (1 + c * s ^ 2 / F s)) (𝓝[>] 0)
      (𝓝 ((1 + 0) / (1 + 0))) :=
    (tendsto_const_nhds.add (quadratic_tendsto_zero c)).div
      (tendsto_const_nhds.add hz) (by norm_num)
  rw [show ((1 : ℝ) + 0) / (1 + 0) = 1 by norm_num] at h
  exact h

end

end AM05GradientExpansion
```

In Lean, `hF` carries the bound, with `∀ᶠ s in 𝓝[>] 0` meaning "for all small enough positive $s$". Of the two inequalities above, the lower bound is the first bullet under `squeeze_zero'` and the upper bound is the second. The sign condition `hc` makes the squeezed term nonnegative.

If the positive bound is removed, the conclusion can fail. Take $F_b(s)=s^2$ with $c>0$, a mathematical test function and not a factor computed from the Airy gas. Then

$$B(s)=\frac{1+cs^2}{1+c}\to\frac{1}{1+c}\neq1,$$

and exchange acquires the second-order coefficient $-\alpha c/(1+c)$. The bound is sufficient but not necessary, since a factor that vanishes more slowly than $s^2$ still gives $B\to1$. The theorem takes $F_b$ as an arbitrary function, so to apply it to a particular published parametrisation one must check the bound for that function.

```lean
#print axioms AM05GradientExpansion.only_correlation_has_gradient_term
#print axioms AM05GradientExpansion.total_energy_gradient_term
#print axioms AM05GradientExpansion.exchange_fourth_order
#print axioms AM05GradientExpansion.airyInterpolation_tendsto_one
```

```
'AM05GradientExpansion.only_correlation_has_gradient_term' depends on axioms: [propext, Classical.choice, Quot.sound]
'AM05GradientExpansion.total_energy_gradient_term' depends on axioms: [propext, Classical.choice, Quot.sound]
'AM05GradientExpansion.exchange_fourth_order' depends on axioms: [propext, Classical.choice, Quot.sound]
'AM05GradientExpansion.airyInterpolation_tendsto_one' depends on axioms: [propext, Classical.choice, Quot.sound]
```
